# A non-real one-dimensional character of a finite group gives a real E representation with mean squared character 2

Let $\chi$ be a homomorphism from a finite group $G$ to the nonzero complex numbers, with at least one non-real value. The real matrices

$$M(g)=\begin{pmatrix}\operatorname{Re}\chi(g)&-\operatorname{Im}\chi(g)\\ \operatorname{Im}\chi(g)&\operatorname{Re}\chi(g)\end{pmatrix}$$

form a representation with no invariant real line, trace $2\operatorname{Re}\chi(g)$ and mean squared trace 2.

Character tables of groups such as T list a conjugate pair of one-dimensional characters under the single label E. For a real, spinless Hamiltonian with that symmetry, complex conjugation pairs the two kinds of orbital at equal energy; the theorems concern the representation alone and contain no Hamiltonian.

## Symmetry operations compose, and $\chi$ respects this

Physically, $\chi(g)$ is the factor that a function acquires under the operation $g$, so successive operations multiply factors. By hand, $M(g)$ is multiplication by $\chi(g)=a+ib$ on the plane, hence $M(g)M(h)=M(gh)$, and its trace is $2a$.

In Lean, `χ : G →* ℂˣ` is this homomorphism. The letter often denotes a trace in textbooks; here the trace is `(mergedE χ g).trace`. The type of `mergedE` demands multiplicativity, which `map_mul'` proves entry by entry. For a map that is not multiplicative, the matrices would not form a representation.

```lean
import Mathlib

open Matrix ComplexConjugate

namespace MergedERepresentation

variable {G : Type*} [Group G]

/-- The real two-dimensional representation built from a one-dimensional complex
character `χ`: each value acts on the plane as multiplication by a complex number. -/
def mergedE (χ : G →* ℂˣ) : G →* Matrix (Fin 2) (Fin 2) ℝ where
  toFun g := !![(χ g : ℂ).re, -(χ g : ℂ).im; (χ g : ℂ).im, (χ g : ℂ).re]
  map_one' := by
    ext i j
    fin_cases i <;> fin_cases j <;> simp
  map_mul' g h := by
    ext i j
    fin_cases i <;> fin_cases j <;>
      simp [Matrix.mul_apply, Fin.sum_univ_succ] <;> ring
```

`HasInvariantLine` asks for one nonzero real vector that every matrix sends to a real multiple of itself. In a plane, its absence is irreducibility over the reals.

```lean
/-- A real planar representation has an invariant line if some nonzero vector is sent
by every group element to a real multiple of itself. -/
def HasInvariantLine (ρ : G →* Matrix (Fin 2) (Fin 2) ℝ) : Prop :=
  ∃ v : Fin 2 → ℝ, v ≠ 0 ∧ ∀ g, ∃ c : ℝ, ρ g *ᵥ v = c • v

/-- The character of the merged representation is twice the real part of `χ`. -/
theorem trace_mergedE (χ : G →* ℂˣ) (g : G) :
    (mergedE χ g).trace = 2 * (χ g : ℂ).re := by
  simp only [mergedE, MonoidHom.coe_mk, OneHom.coe_mk, Matrix.trace_fin_two_of]
  ring
```

## Some operation has a non-real factor

Such an operation turns the plane by an angle other than 0 or 180°, possibly with a change of scale. Suppose $v=(v_0,v_1)\neq0$ spans an invariant line. Then

$$av_0-bv_1=cv_0,\qquad bv_0+av_1=cv_1 .$$

Multiplying the second equation by $v_0$, the first by $v_1$ and subtracting gives $b(v_0^2+v_1^2)=0$, so $b=0$ for every $g$. Conversely, if every $b$ vanishes, each matrix is $a$ times the identity and $(1,0)$ spans an invariant line.

The first `linear_combination` below is this elimination. Without a non-real value the line exists, and the representation is reducible.

```lean
/-- The merged representation has an invariant real line exactly when every value
of `χ` is real. -/
theorem hasInvariantLine_iff (χ : G →* ℂˣ) :
    HasInvariantLine (mergedE χ) ↔ ∀ g, (χ g : ℂ).im = 0 := by
  constructor
  · rintro ⟨v, hv, hline⟩ g
    obtain ⟨c, hc⟩ := hline g
    have h0 := congrFun hc 0
    have h1 := congrFun hc 1
    simp [mergedE, Matrix.mulVec, dotProduct, Fin.sum_univ_two] at h0 h1
    -- eliminating the eigenvalue leaves the imaginary part times the squared length
    have hprod : (χ g : ℂ).im * (v 0 ^ 2 + v 1 ^ 2) = 0 := by
      linear_combination v 0 * h1 - v 1 * h0
    refine (mul_eq_zero.1 hprod).resolve_right fun h => hv ?_
    have e0 : v 0 = 0 := (pow_eq_zero_iff two_ne_zero).1
      (by nlinarith [sq_nonneg (v 0), sq_nonneg (v 1)])
    have e1 : v 1 = 0 := (pow_eq_zero_iff two_ne_zero).1
      (by nlinarith [sq_nonneg (v 0), sq_nonneg (v 1)])
    ext i
    fin_cases i
    · exact e0
    · exact e1
  · intro h
    refine ⟨![1, 0], fun h0 => by simpa using congrFun h0 0, fun g => ⟨(χ g : ℂ).re, ?_⟩⟩
    ext i
    fin_cases i <;> simp [mergedE, Matrix.mulVec, dotProduct, Fin.sum_univ_two, h g]
```

Over the complex numbers the plane always splits:

$$M(g)(1,-i)=(a+ib,\,b-ia)=\chi(g)(1,-i),$$

and conjugation gives $M(g)(1,i)=\overline{\chi(g)}\,(1,i)$.

```lean
/-- Over the complex numbers the merged representation splits: the vectors `(1, -i)`
and `(1, i)` transform by `χ` and by its complex conjugate. -/
theorem complex_splitting (χ : G →* ℂˣ) (g : G) :
    (mergedE χ g).map Complex.ofReal *ᵥ ![1, -Complex.I]
        = (χ g : ℂ) • ![1, -Complex.I] ∧
      (mergedE χ g).map Complex.ofReal *ᵥ ![1, Complex.I]
        = conj (χ g : ℂ) • ![1, Complex.I] := by
  constructor <;> ext i <;> fin_cases i <;>
    simp [mergedE, Matrix.mulVec, dotProduct, Fin.sum_univ_two, Complex.ext_iff]
```

## The group is finite

A molecular point group without continuous rotations has finitely many operations. Then $\chi(g)^{|G|}=\chi(g^{|G|})=1$, so $|\chi(g)|=1$; `hpow` and `hnorm` are these two steps. An infinite group can have values off the unit circle: on the integers, $n\mapsto(2i)^n$ does.

```lean
/-- For a finite group every value of `χ` lies on the unit circle. -/
theorem re_sq_add_im_sq [Fintype G] (χ : G →* ℂˣ) (g : G) :
    (χ g : ℂ).re ^ 2 + (χ g : ℂ).im ^ 2 = 1 := by
  have hpow : (χ g : ℂ) ^ Fintype.card G = 1 := by
    rw [← Units.val_pow_eq_pow_val, ← map_pow, pow_card_eq_one, map_one, Units.val_one]
  have hnorm : ‖(χ g : ℂ)‖ = 1 :=
    (pow_eq_one_iff_of_nonneg (norm_nonneg _) Fintype.card_ne_zero).1
      (by rw [← norm_pow, hpow, norm_one])
  have hsq := Complex.sq_norm (χ g : ℂ)
  rw [hnorm, Complex.normSq_apply] at hsq
  linear_combination -hsq
```

The mean uses both conditions. Put $S=\sum_g\chi(g)^2$ and choose $k$ with $\chi(k)$ non-real. Replacing $g$ by $kg$ only reorders the sum, so $\chi(k)^2S=S$, or

$$(\chi(k)-1)(\chi(k)+1)S=0 .$$

Neither bracket vanishes, hence $S=0$. In Lean, `Equiv.mulLeft k` performs the reordering.

```lean
/-- If `χ` takes a non-real value on a finite group, its squares sum to zero. -/
theorem sum_sq_eq_zero [Fintype G] (χ : G →* ℂˣ) (h : ∃ g, (χ g : ℂ).im ≠ 0) :
    ∑ g, (χ g : ℂ) ^ 2 = 0 := by
  obtain ⟨k, hk⟩ := h
  -- translation by `k` permutes the terms of the sum
  have hshift : (χ k : ℂ) ^ 2 * ∑ g, (χ g : ℂ) ^ 2 = ∑ g, (χ g : ℂ) ^ 2 := by
    rw [Finset.mul_sum]
    refine Fintype.sum_equiv (Equiv.mulLeft k) _ _ fun g => ?_
    simp [mul_pow]
  have hzero : ((χ k : ℂ) - 1) * (((χ k : ℂ) + 1) * ∑ g, (χ g : ℂ) ^ 2) = 0 := by
    linear_combination hshift
  rcases mul_eq_zero.1 hzero with h1 | h1
  · exact absurd (by rw [sub_eq_zero.1 h1]; simp) hk
  · rcases mul_eq_zero.1 h1 with h2 | h2
    · exact absurd (by rw [eq_neg_of_add_eq_zero_left h2]; simp) hk
    · exact h2
```

On the unit circle,

$$(2a)^2=2(a^2+b^2)+2(a^2-b^2)=2+2\operatorname{Re}\bigl(\chi(g)^2\bigr) .$$

Averaging over $G$ leaves $2+2\operatorname{Re}S/|G|=2$. `hterm` is the identity and `hre` the vanishing sum.

```lean
/-- If a character `χ` of a finite group takes a non-real value, the merged
representation has no invariant real line, its character is `2 Re χ`, and the mean
squared character is 2. -/
theorem merged_E [Fintype G] (χ : G →* ℂˣ) (h : ∃ g, (χ g : ℂ).im ≠ 0) :
    ¬ HasInvariantLine (mergedE χ) ∧
      (∀ g, (mergedE χ g).trace = 2 * (χ g : ℂ).re) ∧
      (∑ g, (mergedE χ g).trace ^ 2) / (Fintype.card G : ℝ) = 2 := by
  refine ⟨fun hl => ?_, trace_mergedE χ, ?_⟩
  · obtain ⟨g, hg⟩ := h
    exact hg ((hasInvariantLine_iff χ).1 hl g)
  · have hre : ∑ g, ((χ g : ℂ) ^ 2).re = 0 := by
      rw [← Complex.re_sum, sum_sq_eq_zero χ h, Complex.zero_re]
    -- on the unit circle, `(2 Re z)² = 2 + 2 Re z²`
    have hterm : ∀ g, (mergedE χ g).trace ^ 2 = 2 + 2 * ((χ g : ℂ) ^ 2).re := by
      intro g
      rw [trace_mergedE, pow_two (χ g : ℂ), Complex.mul_re]
      linear_combination 2 * re_sq_add_im_sq χ g
    have hcard : (Fintype.card G : ℝ) ≠ 0 := Nat.cast_ne_zero.2 Fintype.card_ne_zero
    rw [div_eq_iff hcard, Finset.sum_congr rfl fun g _ => hterm g,
      Finset.sum_add_distrib, ← Finset.mul_sum, hre]
    simp [mul_comm]
```

If all values are real, they are $\pm1$, every trace is $\pm2$, and the mean is 4. Both means fit the standard rule, not proved here, that the mean squared modulus of the trace is the sum of the squared multiplicities of the complex irreducible parts: $1^2+1^2=2$ when $\chi$ and $\overline{\chi}$ differ, $2^2=4$ when they coincide. The familiar value 1 marks irreducibility over the complex numbers, not over the reals.

```lean
/-- If all values of `χ` on a finite group are real, the mean squared character of
the merged representation is 4. -/
theorem mean_sq_of_real [Fintype G] (χ : G →* ℂˣ) (h : ∀ g, (χ g : ℂ).im = 0) :
    (∑ g, (mergedE χ g).trace ^ 2) / (Fintype.card G : ℝ) = 4 := by
  have hterm : ∀ g, (mergedE χ g).trace ^ 2 = 4 := by
    intro g
    have hu := re_sq_add_im_sq χ g
    rw [h g] at hu
    rw [trace_mergedE]
    linear_combination 4 * hu
  have hcard : (Fintype.card G : ℝ) ≠ 0 := Nat.cast_ne_zero.2 Fintype.card_ne_zero
  rw [div_eq_iff hcard, Finset.sum_congr rfl fun g _ => hterm g]
  simp [mul_comm]
```

## The E row of T

T consists of the twelve proper rotations of a tetrahedron. Lean takes the even permutations of four vertices instead; that the rotations act on the vertices as exactly these permutations is the geometric step left to the reader.

The character uses $\omega=-\tfrac12+\tfrac{\sqrt3}{2}i$. Since $\omega^2=-\tfrac12-\tfrac{\sqrt3}{2}i$, we have $\omega^3=\tfrac14+\tfrac34=1$.

```lean
/-- The complex number `-1/2 + i √3/2`. -/
noncomputable def omega : ℂ := ⟨-1 / 2, Real.sqrt 3 / 2⟩

/-- The number `omega` is a cube root of unity. -/
theorem omega_cube : omega ^ 3 = 1 := by
  have hs : Real.sqrt 3 * Real.sqrt 3 = 3 := Real.mul_self_sqrt (by norm_num)
  apply Complex.ext <;> simp only [pow_succ, pow_zero, one_mul, omega, Complex.mul_re,
    Complex.mul_im, Complex.one_re, Complex.one_im]
  · linear_combination (3 / 8) * hs
  · linear_combination (-Real.sqrt 3 / 8) * hs
```

The vertices can be paired off in three ways, and an even permutation moves these pairings cyclically by a step $s\in\{0,1,2\}$. `shift` tabulates $s$, and `decide +kernel` checks over all pairs of elements that steps add modulo 3. Hence $\chi=\omega^s$ is a homomorphism.

```lean
/-- An even permutation of the four vertices of a tetrahedron moves the three pairings
of vertices cyclically; this is the size of the step, read off from the images of
vertices 0 and 1. -/
def shift (σ : alternatingGroup (Fin 4)) : ZMod 3 :=
  (![![0, 0, 1, 2], ![0, 0, 2, 1], ![1, 2, 0, 0], ![2, 1, 0, 0]] :
    Fin 4 → Fin 4 → ZMod 3) (σ.1 0) (σ.1 1)

/-- A complex character of the rotation group T, taken as the even permutations of the
four vertices: `omega` to the power of the cyclic step. -/
noncomputable def tetraChar : alternatingGroup (Fin 4) →* ℂˣ :=
  MonoidHom.toHomUnits
    { toFun := fun σ => omega ^ (shift σ).val
      map_one' := by
        rw [show shift 1 = 0 by decide +kernel]
        simp
      map_mul' := fun σ τ => by
        have h : ∀ σ τ, shift (σ * τ) = shift σ + shift τ := by decide +kernel
        rw [h, ZMod.val_add, ← pow_add, ← pow_eq_pow_mod _ omega_cube] }
```

The identity and the three twofold rotations have $s=0$ and trace 2. The eight threefold rotations have $s=1$ or $2$ and trace $2\cdot(-\tfrac12)=-1$. `hclass` checks this division by whether $\sigma^2=1$.

```lean
/-- The merged E row of T: the character is 2 on the elements whose square is the
identity and -1 on all others. -/
theorem tetra_character (σ : alternatingGroup (Fin 4)) :
    (mergedE tetraChar σ).trace = if σ ^ 2 = 1 then 2 else -1 := by
  have hs : Real.sqrt 3 * Real.sqrt 3 = 3 := Real.mul_self_sqrt (by norm_num)
  have hclass : ∀ σ : alternatingGroup (Fin 4), (σ ^ 2 = 1 ∧ (shift σ).val = 0) ∨
      (σ ^ 2 ≠ 1 ∧ ((shift σ).val = 1 ∨ (shift σ).val = 2)) := by decide +kernel
  have hval : (tetraChar σ : ℂ) = omega ^ (shift σ).val := rfl
  rw [trace_mergedE, hval]
  rcases hclass σ with ⟨h, e⟩ | ⟨h, e | e⟩
  · rw [if_pos h, e, pow_zero, Complex.one_re, mul_one]
  · rw [if_neg h, e, pow_one]
    simp only [omega]
    norm_num
  · rw [if_neg h, e]
    simp only [pow_two, omega, Complex.mul_re]
    linear_combination (-1 / 2) * hs
```

An element with $s=1$ has the non-real value $\omega$, so `merged_E` applies to T.

```lean
/-- The character `tetraChar` of T takes a non-real value, and its merged
representation has no invariant real line. -/
theorem tetra_witness : (∃ σ, (tetraChar σ : ℂ).im ≠ 0) ∧
    ¬ HasInvariantLine (mergedE tetraChar) := by
  have h : ∃ σ, (tetraChar σ : ℂ).im ≠ 0 := by
    obtain ⟨σ, hσ⟩ : ∃ σ, (shift σ).val = 1 := by decide +kernel
    have hval : (tetraChar σ : ℂ) = omega ^ (shift σ).val := rfl
    refine ⟨σ, ?_⟩
    rw [hval, hσ, pow_one]
    change Real.sqrt 3 / 2 ≠ 0
    positivity
  exact ⟨h, (merged_E tetraChar h).1⟩

end MergedERepresentation
```

```lean
#print axioms MergedERepresentation.complex_splitting
#print axioms MergedERepresentation.merged_E
#print axioms MergedERepresentation.mean_sq_of_real
#print axioms MergedERepresentation.tetra_character
```

```
'MergedERepresentation.complex_splitting' depends on axioms: [propext, Classical.choice, Quot.sound]
'MergedERepresentation.merged_E' depends on axioms: [propext, Classical.choice, Quot.sound]
'MergedERepresentation.mean_sq_of_real' depends on axioms: [propext, Classical.choice, Quot.sound]
'MergedERepresentation.tetra_character' depends on axioms: [propext, Classical.choice, Quot.sound]
```
